# At real $E$ with $|E|<2t$, the loop $g\mapsto 1/(E-t^2g)$ started from $\operatorname{Im}g<0$ has no limit unless started at its fixed point $G$; half-mixing has derivative of modulus $|E|/(2t)<1$ at $G$

I keep the energy $E$ exactly real, with no small imaginary part added, and let only the starting value of the Green function lie below the real axis. My CPA code solves the self-consistency equation for a semicircular band by feeding the old Green function back in. As a test I removed the disorder, which leaves

$$g\;\mapsto\;\frac{1}{E-t^2g},\qquad t>0,\quad |E|<2t.$$

The exact answer $G$ is known in closed form, and it is a fixed point. Yet the iterates wander around it and never settle, even when I start very near. If I average the old and new values, they settle. Is this a bug, or is the plain loop really unable to converge here?

## Each pass conserves a ratio of distances

It is not a bug. With $E$ real and inside the band, the loop has two fixed points, $G$ and its conjugate, and each pass preserves the ratio of the distances to them. The iterates can therefore never close in on $G$.

Write $F(g)=1/(E-t^2g)$. Here $g$ is the site Green function, the on-site energy is zero, and $t$ sets the half-width $2t$ of the band. The fixed points solve $t^2g^2-Eg+1=0$, so inside the band they are

$$G=\frac{E-i\sqrt{4t^2-E^2}}{2t^2}$$

and $\bar G$. The retarded solution is $G$, with $\operatorname{Im}G<0$. The sum and product of the roots are

$$G+\bar G=\frac{E}{t^2},\qquad G\bar G=\frac1{t^2},$$

hence $t|G|=1$.

Suppose $\operatorname{Im}g<0$. Then $E-t^2g$ has positive imaginary part, so it is nonzero, and its inverse $F(g)$ again has negative imaginary part. Since $F(g)(E-t^2g)=1$,

$$F(g)-G=F(g)\,\bigl[1-EG+t^2Gg\bigr]=t^2G\,F(g)\,(g-G),$$

where the last step uses $1-EG=-t^2G^2$. The same calculation with $\bar G$ gives

$$F(g)-\bar G=t^2\bar G\,F(g)\,(g-\bar G).$$

The two prefactors have equal modulus, so the mismatch

$$m(g)=\frac{|g-G|^2}{|g-\bar G|^2}$$

satisfies $m(F(g))=m(g)$. The denominator is positive below the real axis, because $|g-\bar G|^2-|g-G|^2=4\operatorname{Im}g\operatorname{Im}G>0$.

Now let $g_0=g\neq G$ with $\operatorname{Im}g<0$, let $g_{n+1}=F(g_n)$, and suppose $g_n\to L$. Taking the limit in $g_{n+1}(E-t^2g_n)=1$ gives $L(E-t^2L)=1$, so $L$ is $G$ or $\bar G$. Conservation of the mismatch gives in the limit

$$|L-G|^2=m(g)\,|L-\bar G|^2,\qquad m(g)>0.$$

If $L=G$, the left side is zero and the right side is positive. If $L=\bar G$, the right side is zero and the left side is positive. Neither is possible, so there is no limit.

For the mixed map $M(g)=(g+F(g))/2$, note that $F'(g)=t^2/(E-t^2g)^2$, which at the fixed point is $t^2G^2$, of modulus one. Therefore

$$M'(G)=\frac{1+t^2G^2}{2}=\frac{EG}{2},\qquad |M'(G)|=\frac{|E|}{2t}<1.$$

By the usual linearisation argument, the mixed iterates converge to $G$ from all sufficiently close starting values; the file below stops at the derivative, which does not say how far that region extends.

## Three steps and back again at $E=t=1$

Here $G=(1-i\sqrt3)/2\approx0.500-0.866i$ and $F(g)=1/(1-g)$. Starting from $-i$, the plain loop gives

$$-i\;\to\;\frac{1-i}{2}\;\to\;1-i\;\to\;-i,$$

a cycle of length three. The mismatch is $7-4\sqrt3\approx0.072$ at all three points.

Mixing from the same start gives $0.25-0.75i$ and then about $0.458-0.708i$. The distances from $G$ are about $0.518$, $0.276$ and $0.163$. The derivative at $G$ has modulus $1/2$, which is the asymptotic reduction factor per step and need not be matched exactly this early.

## The statements in Lean

```lean
import Mathlib

open Complex Filter Topology ComplexConjugate

namespace CleanLimitLoop

noncomputable section

/-- The clean-limit update `g ↦ 1/(E - t² g)`, on the domain `E ≠ t² g`. -/
def loop (E t : ℝ) (g : ℂ) : ℂ := 1 / ((E : ℂ) - (t : ℂ) ^ 2 * g)

/-- The Green function `G = (E - i √(4t² - E²))/(2t²)`, for `t ≠ 0` and `|E| ≤ 2t`. -/
def green (E t : ℝ) : ℂ := ⟨E / (2 * t ^ 2), -(√(4 * t ^ 2 - E ^ 2) / (2 * t ^ 2))⟩

/-- The update that mixes half of the old and half of the new value, for `E ≠ t² g`. -/
def mixed (E t : ℝ) (g : ℂ) : ℂ := (g + loop E t g) / 2

/-- The squared distance of `g` from `G` relative to that from the conjugate of `G`,
for `g` different from that conjugate. -/
def mismatch (E t : ℝ) (g : ℂ) : ℝ :=
  normSq (g - green E t) / normSq (g - conj (green E t))

variable {E t : ℝ} {g : ℂ}

/-- For `t > 0` and `|E| < 2t`, `G` has negative imaginary part, and `G` and its conjugate
have sum `E/t²` and product `1/t²`. -/
theorem green_spec (ht : 0 < t) (hE : |E| < 2 * t) :
    (green E t).im < 0 ∧ (t : ℂ) ^ 2 * (green E t + conj (green E t)) = E ∧
      (t : ℂ) ^ 2 * (green E t * conj (green E t)) = 1 := by
  have h := sq_lt_sq' (abs_lt.1 hE).1 (abs_lt.1 hE).2
  have hd : 0 < 4 * t ^ 2 - E ^ 2 := by nlinarith
  refine ⟨neg_lt_zero.2 (div_pos (Real.sqrt_pos.2 hd) (by positivity)), ?_, ?_⟩
  · have h1 : t ^ 2 * (2 * (green E t).re) = E := by
      simp only [green]
      field_simp
    rw [Complex.add_conj]
    exact_mod_cast h1
  · have h2 : t ^ 2 * normSq (green E t) = 1 := by
      simp only [green, normSq_apply]
      rw [← sq, ← sq, neg_sq, div_pow, div_pow, Real.sq_sqrt hd.le, ← add_div,
        ← mul_div_assoc, div_eq_one_iff_eq (by positivity)]
      ring
    rw [Complex.mul_conj]
    exact_mod_cast h2

/-- At real energy and `t > 0`, an input with negative imaginary part meets no pole, and the
output again has negative imaginary part. -/
theorem loop_lower (ht : 0 < t) (hg : g.im < 0) :
    (E : ℂ) - (t : ℂ) ^ 2 * g ≠ 0 ∧ (loop E t g).im < 0 := by
  have hpos : 0 < ((E : ℂ) - (t : ℂ) ^ 2 * g).im := by
    rw [← Complex.ofReal_pow, Complex.sub_im, Complex.ofReal_im, Complex.im_ofReal_mul]
    nlinarith [mul_pos (pow_pos ht 2) (neg_pos.2 hg)]
  have hne : (E : ℂ) - (t : ℂ) ^ 2 * g ≠ 0 := fun h => by
    rw [h] at hpos
    simp at hpos
  refine ⟨hne, ?_⟩
  rw [loop, one_div, Complex.inv_im]
  exact div_neg_of_neg_of_pos (by linarith) (Complex.normSq_pos.2 hne)

/-- For `t > 0` and `|E| < 2t`, the fixed points of the loop away from its pole are exactly
`G` and its conjugate. -/
theorem loop_fixed_iff (ht : 0 < t) (hE : |E| < 2 * t)
    (hD : (E : ℂ) - (t : ℂ) ^ 2 * g ≠ 0) :
    loop E t g = g ↔ g = green E t ∨ g = conj (green E t) := by
  obtain ⟨-, hs, hp⟩ := green_spec ht hE
  have ht2 : (t : ℂ) ^ 2 ≠ 0 := pow_ne_zero 2 (Complex.ofReal_ne_zero.2 ht.ne')
  rw [loop, div_eq_iff hD, ← sub_eq_zero (a := g), ← sub_eq_zero (a := g) (b := conj _),
    ← mul_eq_zero]
  constructor
  · intro h
    refine (mul_eq_zero.1 ?_).resolve_left ht2
    linear_combination h - g * hs + hp
  · intro h
    linear_combination (t : ℂ) ^ 2 * h + g * hs - hp

/-- For `t > 0`, `|E| < 2t` and `Im g < 0`, one pass multiplies the deviation from `G` by `t² G`
times the new value, and likewise for the conjugate of `G`. -/
theorem loop_sub (ht : 0 < t) (hE : |E| < 2 * t) (hg : g.im < 0) :
    loop E t g - green E t = (t : ℂ) ^ 2 * green E t * loop E t g * (g - green E t) ∧
    loop E t g - conj (green E t) =
      (t : ℂ) ^ 2 * conj (green E t) * loop E t g * (g - conj (green E t)) := by
  obtain ⟨-, hs, hp⟩ := green_spec ht hE
  have hf : loop E t g * ((E : ℂ) - (t : ℂ) ^ 2 * g) = 1 :=
    one_div_mul_cancel (loop_lower ht hg).1
  constructor
  · linear_combination green E t * hf + green E t * loop E t g * hs - loop E t g * hp
  · linear_combination conj (green E t) * hf + conj (green E t) * loop E t g * hs
      - loop E t g * hp

/-- For `t > 0`, `|E| < 2t` and `Im g < 0`, the loop conserves the mismatch. -/
theorem mismatch_loop (ht : 0 < t) (hE : |E| < 2 * t) (hg : g.im < 0) :
    mismatch E t (loop E t g) = mismatch E t g := by
  obtain ⟨h1, h2⟩ := loop_sub ht hE hg
  have hne : ∀ z : ℂ, z.im < 0 → z ≠ 0 := fun z hz h => by simp [h] at hz
  have hK : normSq ((t : ℂ) ^ 2 * green E t * loop E t g) ≠ 0 :=
    (Complex.normSq_pos.2 (mul_ne_zero (mul_ne_zero
      (pow_ne_zero 2 (Complex.ofReal_ne_zero.2 ht.ne')) (hne _ (green_spec ht hE).1))
      (hne _ (loop_lower ht hg).2))).ne'
  have hc : normSq ((t : ℂ) ^ 2 * conj (green E t) * loop E t g) =
      normSq ((t : ℂ) ^ 2 * green E t * loop E t g) := by
    simp only [map_mul, Complex.normSq_conj]
  unfold mismatch
  rw [h1, h2, Complex.normSq_mul _ (g - green E t),
    Complex.normSq_mul _ (g - conj (green E t)), hc, mul_div_mul_left _ _ hK]

/-- A point with negative imaginary part is closer to a second such point than to the
conjugate of the second. -/
theorem closer {z w : ℂ} (hz : z.im < 0) (hw : w.im < 0) :
    normSq (z - w) < normSq (z - conj w) := by
  have := mul_pos_of_neg_of_neg hz hw
  simp only [normSq_apply, sub_re, sub_im, conj_re, conj_im]
  nlinarith

/-- For `t > 0` and `|E| < 2t`, the plain loop started at any `g ≠ G` with `Im g < 0` has
no limit. -/
theorem loop_not_tendsto (ht : 0 < t) (hE : |E| < 2 * t) (hg : g.im < 0)
    (hne : g ≠ green E t) :
    ¬ ∃ L, Tendsto (fun n => (loop E t)^[n] g) atTop (𝓝 L) := by
  rintro ⟨L, hL⟩
  have hG := (green_spec ht hE).1
  have hpos : ∀ z : ℂ, z.im < 0 → 0 < normSq (z - conj (green E t)) := fun z hz =>
    (Complex.normSq_nonneg _).trans_lt (closer hz hG)
  have hu : ∀ n, ((loop E t)^[n] g).im < 0 ∧
      mismatch E t ((loop E t)^[n] g) = mismatch E t g := by
    intro n
    induction n with
    | zero => exact ⟨hg, rfl⟩
    | succ n ih =>
      rw [Function.iterate_succ_apply']
      exact ⟨(loop_lower ht ih.1).2, (mismatch_loop ht hE ih.1).trans ih.2⟩
  have hN : ∀ n, normSq ((loop E t)^[n] g - green E t) =
      mismatch E t g * normSq ((loop E t)^[n] g - conj (green E t)) := fun n => by
    rw [← (hu n).2, mismatch, div_mul_cancel₀ _ (hpos _ (hu n).1).ne']
  -- the conserved mismatch passes to the limit
  have c : ∀ w : ℂ, Tendsto (fun n => normSq ((loop E t)^[n] g - w)) atTop
      (𝓝 (normSq (L - w))) := fun w =>
    (Complex.continuous_normSq.tendsto _).comp (hL.sub_const w)
  have hlim := tendsto_nhds_unique ((c _).congr hN) ((c _).const_mul _)
  -- the limit solves the fixed-point equation
  have hfix : L * ((E : ℂ) - (t : ℂ) ^ 2 * L) = 1 := by
    refine tendsto_nhds_unique ((hL.comp (tendsto_add_atTop_nat 1)).mul
      ((hL.const_mul ((t : ℂ) ^ 2)).const_sub (E : ℂ))) (tendsto_const_nhds.congr fun n => ?_)
    show 1 = (loop E t)^[n + 1] g * _
    rw [Function.iterate_succ_apply']
    exact (one_div_mul_cancel (loop_lower ht (hu n).1).1).symm
  have hD := right_ne_zero_of_mul_eq_one hfix
  -- neither fixed point is compatible with the conserved mismatch
  rcases (loop_fixed_iff ht hE hD).1 (eq_div_of_mul_eq hD hfix).symm with h | h
  · have hq : 0 < mismatch E t g :=
      div_pos (Complex.normSq_pos.2 (sub_ne_zero.2 hne)) (hpos g hg)
    rw [h, sub_self, map_zero] at hlim
    exact (mul_pos hq (hpos _ hG)).ne hlim
  · rw [h, sub_self, map_zero, mul_zero] at hlim
    have := congrArg Complex.im (Complex.normSq_eq_zero.1 hlim)
    rw [Complex.sub_im, Complex.conj_im, Complex.zero_im] at this
    linarith

/-- For `t > 0` and `|E| < 2t`, the mixed update has derivative `E G/2` at `G`, of modulus
`|E|/(2t) < 1`. -/
theorem mixed_hasDerivAt (ht : 0 < t) (hE : |E| < 2 * t) :
    HasDerivAt (mixed E t) (E * green E t / 2) (green E t) ∧
      ‖(E : ℂ) * green E t / 2‖ = |E| / (2 * t) ∧ |E| / (2 * t) < 1 := by
  obtain ⟨hG, hs, hp⟩ := green_spec ht hE
  refine ⟨?_, ?_, (div_lt_one (by positivity)).2 hE⟩
  · have hD := (loop_lower (E := E) ht hG).1
    have hGD : green E t * ((E : ℂ) - (t : ℂ) ^ 2 * green E t) = 1 := by
      linear_combination hp - green E t * hs
    have h : HasDerivAt (fun z : ℂ => (E : ℂ) - (t : ℂ) ^ 2 * z) (-((t : ℂ) ^ 2 * 1))
        (green E t) := ((hasDerivAt_id' _).const_mul _).const_sub _
    have hl : HasDerivAt (loop E t) ((t : ℂ) ^ 2 * green E t ^ 2) (green E t) := by
      refine ((hasDerivAt_const _ (1 : ℂ)).fun_div h hD).congr_deriv ?_
      rw [div_eq_iff (pow_ne_zero 2 hD)]
      linear_combination (-(t : ℂ) ^ 2 *
        (green E t * ((E : ℂ) - (t : ℂ) ^ 2 * green E t) + 1)) * hGD
    refine (((hasDerivAt_id' _).fun_add hl).div_const 2).congr_deriv ?_
    linear_combination (green E t * hs - hp) / 2
  · -- the modulus of `G` is `1/t`
    rw [Complex.mul_conj] at hp
    have hp' : t ^ 2 * normSq (green E t) = 1 := by exact_mod_cast hp
    have h1 : t * ‖green E t‖ = 1 := by
      refine (pow_eq_one_iff_of_nonneg (by positivity) two_ne_zero).1 ?_
      rw [mul_pow, Complex.sq_norm, hp']
    have h2 : ‖(2 : ℂ)‖ = 2 := by norm_num
    rw [norm_div, norm_mul, Complex.norm_real, Real.norm_eq_abs, h2,
      div_eq_div_iff two_ne_zero (by positivity)]
    linear_combination (2 * |E|) * h1

end

end CleanLimitLoop
```

```lean
#print axioms CleanLimitLoop.loop_fixed_iff
#print axioms CleanLimitLoop.loop_not_tendsto
#print axioms CleanLimitLoop.mixed_hasDerivAt
```

```
'CleanLimitLoop.loop_fixed_iff' depends on axioms: [propext, Classical.choice, Quot.sound]
'CleanLimitLoop.loop_not_tendsto' depends on axioms: [propext, Classical.choice, Quot.sound]
'CleanLimitLoop.mixed_hasDerivAt' depends on axioms: [propext, Classical.choice, Quot.sound]
```

In the code, `E` and `t` are real numbers and `g` is complex, so the energy sits exactly on the real axis. `loop` is $F$, `mixed` is $M$, and `mismatch` is $m$, with `normSq` the squared modulus. `green` gives $G$ by its real and imaginary parts, and its minus sign selects the retarded branch. Nothing about $G$ is postulated: `green_spec` derives its sign and the two root relations from `0 < t` and `|E| < 2 * t`. These hypotheses say that the hopping scale is positive and that the energy lies strictly inside the band.

`loop_not_tendsto` says that for every `g` with `g.im < 0` and `g ≠ green E t`, no complex number `L` is the limit of the sequence `(loop E t)^[n] g`, which is $g_n$. This rules out slow convergence as well as convergence to a wrong value. Lean assigns the value zero to a division by zero, but `loop_lower` shows that an orbit starting below the real axis never meets the pole.

`mixed_hasDerivAt` states three things: the complex derivative of `mixed E t` at $G$ is $EG/2$, its modulus is $|E|/(2t)$, and this number is less than one.

For a CPA code tested at exactly real energy, this means that in the disorder-free, single-orbital model with a semicircular band, at an energy strictly inside the band and from a start below the real axis other than $G$, failure of the plain loop to settle is a property of the iteration and by itself no sign of a coding error. The theorems do not treat disorder, matrix-valued Green functions, muffin-tin scattering matrices, complex energies, the band edges or mixing fractions other than one half.

## From the root relations to the missing limit

`green_spec` computes the sum and product of the roots from the explicit formula, using $4t^2-E^2>0$ to square the root. Almost all the later algebra rests on these two relations, called `hs` and `hp` in the proofs.

`loop_lower` is the sign argument for $E-t^2g$ and its inverse. `loop_fixed_iff` factors the quadratic: away from the pole, $F(g)=g$ holds exactly when $(g-G)(g-\bar G)=0$.

`loop_sub` contains the two deviation identities. Each `linear_combination` names the multiples of the root relations and of $F(g)(E-t^2g)=1$ that add up to the claim, and this replaces the substitutions made by hand. `mismatch_loop` then takes squared moduli and cancels the common prefactor, after showing that it is nonzero.

`closer` is the inequality between the distances to a point in the lower half-plane and to its mirror image. Its use here is to keep the denominator of the mismatch positive.

In `loop_not_tendsto`, an induction (`hu`) shows that all iterates stay below the real axis with the initial mismatch. The conservation law is rewritten without division in `hN`, so that it can pass to a limit even if the limit were $\bar G$. Continuity and uniqueness of limits then give `hlim`, the relation between $|L-G|^2$ and $|L-\bar G|^2$. In the same way `hfix` gives $L(E-t^2L)=1$, which also shows that $L$ is not at the pole. The final case split excludes $G$ and $\bar G$ as above.

`mixed_hasDerivAt` applies the quotient rule and uses $G(E-t^2G)=1$ to turn $F'(G)$ into $t^2G^2$. The quadratic equation for $G$ reduces the average with one to $EG/2$, and the product relation supplies $t|G|=1$ for the modulus.
